# The residual left by cell averaging is uncorrelated with every function of the cell

Take a normalised probability distribution on finitely many outcomes, sorted into finitely many cells, and a real-valued estimator `X`. Let `y` give the average of `X` in each cell; in a cell of probability zero its value may be anything. The theorem says that for every real function `g` of the cell, the expectation of the residual, `X` minus its cell average, times `g` is zero. The proof splits the expectation into sums over single cells, where `y` and `g` are constant, takes these constants out of the sum, and cancels what is left by the definition of `y`.

An attempt in Lean 4 with a fault in it:

```lean
import Mathlib

open Finset

namespace RaoBlackwellCells

noncomputable section

/-- A probability distribution on a finite set of outcomes. -/
structure FiniteProb (Ω : Type*) [Fintype Ω] where
  /-- The probability of each outcome. -/
  w : Ω → ℝ
  nonneg : ∀ ω, 0 ≤ w ω
  total : ∑ ω, w ω = 1

variable {Ω K : Type*} [Fintype Ω] [DecidableEq K]

/-- The expectation of an estimator. -/
def mean (P : FiniteProb Ω) (X : Ω → ℝ) : ℝ := ∑ ω, P.w ω * X ω

/-- The probability of cell `k`, where `c` assigns each outcome to its cell. -/
def cellProb (P : FiniteProb Ω) (c : Ω → K) (k : K) : ℝ :=
  ∑ ω with c ω = k, P.w ω

/-- `y` lists the cell averages of `X`: in each cell, probability times `y` equals the
contribution of that cell to the expectation of `X`. -/
def IsCellAverage (P : FiniteProb Ω) (c : Ω → K) (X : Ω → ℝ) (y : K → ℝ) : Prop :=
  ∀ k, cellProb P c k * y k = ∑ ω with c ω = k, P.w ω * X ω

variable [Fintype K]

/-- The residual left by cell averaging is uncorrelated with every function of the cell:
the mean of their product is zero. -/
theorem residual_orthogonal {P : FiniteProb Ω} {c : Ω → K} {X : Ω → ℝ} {y : K → ℝ}
    (h : IsCellAverage P c X y) (g : K → ℝ) :
    mean P (fun ω => (X ω - y (c ω)) * g (c ω)) = 0 := by
  unfold mean
  -- sum over the outcomes cell by cell
  rw [← Finset.sum_fiberwise Finset.univ c]
  refine Finset.sum_eq_zero fun k _ => ?_
  have hk : (∑ ω with c ω = k, P.w ω) * y k = ∑ ω with c ω = k, P.w ω * X ω := h k
  calc _ = ∑ ω with c ω = k, (P.w ω * X ω - P.w ω * y k) * g k :=
        Finset.sum_congr rfl fun ω hω => by
          rw [(Finset.mem_filter.mp hω).2]; ring
    _ = ((∑ ω with c ω = k, P.w ω * X ω) - (∑ ω with c ω = k, P.w ω) * y k) * g k := by
        simp only [Finset.sum_mul, Finset.sum_sub_distrib, sub_mul]
    _ = 0 := by rw [hk]; ring

end

end RaoBlackwellCells
```

The error:

```
Main.lean:44:14: error: Tactic `rewrite` failed: Did not find an occurrence of the pattern
  c ω
in the target expression
  P.w ω * (fun ω => (X ω - y (c ω)) * g (c ω)) ω = (P.w ω * X ω - P.w ω * y k) * g k

Ω : Type u_1
K : Type u_2
inst✝² : Fintype Ω
inst✝¹ : DecidableEq K
inst✝ : Fintype K
P : FiniteProb Ω
c : Ω → K
X : Ω → ℝ
y : K → ℝ
h : IsCellAverage P c X y
g : K → ℝ
k : K
x✝ : k ∈ univ
hk : (∑ ω with c ω = k, P.w ω) * y k = ∑ ω with c ω = k, P.w ω * X ω
ω : Ω
hω : ω ∈ {ω | c ω = k}
⊢ P.w ω * (fun ω => (X ω - y (c ω)) * g (c ω)) ω = (P.w ω * X ω - P.w ω * y k) * g k
```

The single error says that `rw` found no `c ω` to replace by `k`, although the goal seems to contain one. The goal shown has the factor `(fun ω => (X ω - y (c ω)) * g (c ω)) ω`, a function not yet applied to its argument. Inside the `fun`, `ω` is the function's own bound variable, not the outcome `ω` of the hypothesis `hω`, though the two print alike. The `c ω` that the rewrite needs appears only once the application is carried out (beta reduction), and `rw` does not do this before it searches for the pattern.

The repair puts `simp only` in place of `rw`, with the same equation `c ω = k`. `simp only` does beta-reduce, so the factor becomes `(X ω - y (c ω)) * g (c ω)` for the outcome at hand, and both occurrences of `c ω` turn into `k`. The two sides then differ only by algebra, which `ring` settles as before.

As a diff, the version that Lean accepts:

```diff
@@ -42,5 +42,5 @@
   calc _ = ∑ ω with c ω = k, (P.w ω * X ω - P.w ω * y k) * g k :=
         Finset.sum_congr rfl fun ω hω => by
-          rw [(Finset.mem_filter.mp hω).2]; ring
+          simp only [(Finset.mem_filter.mp hω).2]; ring
     _ = ((∑ ω with c ω = k, P.w ω * X ω) - (∑ ω with c ω = k, P.w ω) * y k) * g k := by
         simp only [Finset.sum_mul, Finset.sum_sub_distrib, sub_mul]
```
